# Quasi-spin su(2) from paired fermion modes, and two operators that commute with $S_+S_-$

Let $W$ disjoint pairs of fermion modes $(m,\bar m)$ have annihilators $a_p$ and creators $c_p$ in an algebra over $\mathbb Q$ that obey the canonical anticommutation relations. With $N=\sum_p c_pa_p$, the operators

$$S_+=\sum_m c_mc_{\bar m},\qquad S_-=\sum_m a_{\bar m}a_m,\qquad S_0=\tfrac12(N-W)$$

satisfy $[S_0,S_\pm]=\pm S_\pm$ and $[S_+,S_-]=2S_0$. The pairing operator $S_+S_-$ commutes with $N$ and with the Casimir $C=S_0^2+\frac12(S_+S_-+S_-S_+)$. For the pairing Hamiltonian $-G\,S_+S_-$ on degenerate levels, this allows diagonalisation in blocks of fixed particle number and quasi-spin; unequal level energies generally spoil the second label.

## Rational scalars and a finite set of levels

The algebra `A` need only admit rational scalars, so complex operator algebras are included. The scalars supply the factor $\frac12$ in $S_0$ and $C$. Without them, $[N,S_\pm]=\pm2S_\pm$ and $[S_+,S_-]=N-W$ still make sense.

The levels form a finite type `L`, and $W$ is its cardinality. An infinite set would leave the sums and $W$ undefined as elements of `A`.

In Lean 4 with Mathlib:

```lean
import Mathlib

open Finset

namespace QuasiSpinPairing

noncomputable section

variable {M L A : Type*} [DecidableEq M] [Fintype L] [DecidableEq L] [Ring A] [Algebra ℚ A]
```

## The anticommutation relations

`IsFermi a c` contains three relations, with $\{x,y\}=xy+yx$: $\{a_p,a_q\}=0$ (`ann`), $\{c_p,c_q\}=0$ (`cre`) and $\{a_p,c_q\}=\delta_{pq}$ (`mix`). The first two express fermionic antisymmetry, the third the orthonormality of the modes. In the usual Fock space $c_p=a_p^\dagger$, but no adjoint is assumed here.

```lean
/-- The canonical anticommutation relations for annihilators `a p` and creators `c p`. -/
structure IsFermi (a c : M → A) : Prop where
  ann : ∀ p q, a p * a q + a q * a p = 0
  cre : ∀ p q, c p * c q + c q * c p = 0
  mix : ∀ p q, a p * c q + c q * a p = if p = q then 1 else 0
```

## Disjoint pairs, in a fixed order

A mode is an element of `L × Bool`: `(m, true)` is $m$ and `(m, false)` is $\bar m$. Every level therefore has exactly two modes, and no mode is shared. If two pairs shared exactly one mode, the pair creator of one would no longer commute with the pair annihilator of the other, and one-body hopping terms would generally appear in $[S_+,S_-]$.

The order of the factors matters. Writing $a_ma_{\bar m}$ in $S_-$ while keeping $c_mc_{\bar m}$ in $S_+$ reverses the sign of $S_-$, and the last commutator becomes $-2S_0$.

```lean
/-- The particle-number operator, summed over all modes. -/
def number [Fintype M] (a c : M → A) : A := ∑ p, c p * a p

/-- Creation of a pair in level `m`; `(m, true)` is the mode m and `(m, false)` is m-bar. -/
def pairCre (c : L × Bool → A) (m : L) : A := c (m, true) * c (m, false)

/-- Annihilation of a pair in level `m`. -/
def pairAnn (a : L × Bool → A) (m : L) : A := a (m, false) * a (m, true)

/-- The quasi-spin raising operator S₊. -/
def Splus (c : L × Bool → A) : A := ∑ m, pairCre c m

/-- The quasi-spin lowering operator S₋. -/
def Sminus (a : L × Bool → A) : A := ∑ m, pairAnn a m

/-- The quasi-spin projection S₀ = (N - W)/2, with W the number of levels. -/
def Szero (a c : L × Bool → A) : A :=
  (1 / 2 : ℚ) • (number a c - (Fintype.card L : A))

/-- The quasi-spin Casimir operator S₀² + (S₊S₋ + S₋S₊)/2. -/
def casimir (a c : L × Bool → A) : A :=
  Szero a c * Szero a c + (1 / 2 : ℚ) • (Splus c * Sminus a + Sminus a * Splus c)
```

## The anticommutation relations make $N$ count particles

Expanding commutators into anticommutators gives

$$[c_ra_r,c_p]=c_r\{a_r,c_p\}-\{c_r,c_p\}a_r=\delta_{rp}c_r,$$
$$[c_ra_r,a_p]=c_r\{a_r,a_p\}-\{a_p,c_r\}a_r=-\delta_{pr}a_r.$$

Summing over $r$ yields $[N,c_p]=c_p$ and $[N,a_p]=-a_p$. Without `cre`, the first result would gain $-\sum_r\{c_r,c_p\}a_r$; without `ann`, the second would gain $\sum_r c_r\{a_r,a_p\}$. In `number_mode`, `k1` and `k2` are the two displayed lines.

```lean
omit [Algebra ℚ A] in
/-- The commutator of N with a creator is that creator, and with an annihilator
minus that annihilator. -/
theorem number_mode [Fintype M] {a c : M → A} (h : IsFermi a c) (p : M) :
    number a c * c p - c p * number a c = c p ∧
    number a c * a p - a p * number a c = -a p := by
  have k1 : ∀ r, c r * a r * c p - c p * (c r * a r) = if r = p then c r else 0 := by
    intro r
    have e : c r * a r * c p - c p * (c r * a r)
        = c r * (a r * c p + c p * a r) - (c r * c p + c p * c r) * a r := by noncomm_ring
    rw [e, h.mix, h.cre]
    split_ifs <;> simp
  have k2 : ∀ r, c r * a r * a p - a p * (c r * a r) = if p = r then -a r else 0 := by
    intro r
    have e : c r * a r * a p - a p * (c r * a r)
        = c r * (a r * a p + a p * a r) - (a p * c r + c r * a p) * a r := by noncomm_ring
    rw [e, h.mix, h.ann]
    split_ifs <;> simp
  constructor
  · simp only [number, Finset.sum_mul, Finset.mul_sum, ← Finset.sum_sub_distrib, k1]
    simp
  · simp only [number, Finset.sum_mul, Finset.mul_sum, ← Finset.sum_sub_distrib, k2]
    simp
```

Write $P_m=c_mc_{\bar m}$ and $Q_m=a_{\bar m}a_m$. The product rule gives

$$[N,P_m]=[N,c_m]c_{\bar m}+c_m[N,c_{\bar m}]=2P_m,$$

and likewise $[N,Q_m]=-2Q_m$. The `linear_combination` calls in `number_pair` are these product rules.

```lean
omit [Algebra ℚ A] in
/-- A pair creator changes the particle number by two, a pair annihilator by minus two. -/
theorem number_pair {a c : L × Bool → A} (h : IsFermi a c) (m : L) :
    number a c * pairCre c m - pairCre c m * number a c = 2 * pairCre c m ∧
    number a c * pairAnn a m - pairAnn a m * number a c = -(2 * pairAnn a m) := by
  have c1 := (number_mode h (m, true)).1
  have c2 := (number_mode h (m, false)).1
  have a1 := (number_mode h (m, false)).2
  have a2 := (number_mode h (m, true)).2
  unfold pairCre pairAnn
  constructor
  · linear_combination (norm := noncomm_ring) c1 * c (m, false) + c (m, true) * c2
  · linear_combination (norm := noncomm_ring) a1 * a (m, true) + a (m, false) * a2
```

## Orthonormality fixes the pair commutator

For any four operators,

$$[pq,rs]=\bigl(p\{r,q\}-\{r,p\}q\bigr)s+r\bigl(p\{s,q\}-\{s,p\}q\bigr).$$

Set $p=c_m$, $q=c_{\bar m}$, $r=a_{\bar n}$, $s=a_n$. Only `mix` is needed:

$$[P_m,Q_n]=\delta_{mn}(c_ma_m-a_{\bar m}c_{\bar m})=\delta_{mn}(n_m+n_{\bar m}-1),$$

where $n_p=c_pa_p$. The occupation terms show that pairs are not exact bosons. For non-orthogonal orbitals with $a_p=c_p^\dagger$, $\{a_p,c_q\}$ is an overlap matrix; this formula then fails, and $\sum_pc_pa_p$ no longer counts particles.

The proof states the four-operator identity as `key`, then separates equal from different levels.

```lean
omit [Fintype L] [Algebra ℚ A] in
/-- A pair creator and a pair annihilator of different levels commute; within one level the
commutator, creator first, is the occupation of the level minus one. -/
theorem pair_commutator {a c : L × Bool → A} (h : IsFermi a c) (m n : L) :
    pairCre c m * pairAnn a n - pairAnn a n * pairCre c m =
      if m = n then c (m, true) * a (m, true) + c (m, false) * a (m, false) - 1 else 0 := by
  -- a commutator of bilinears expands into anticommutators
  have key : ∀ p q r s : A, p * q * (r * s) - r * s * (p * q) =
      (p * (r * q + q * r) - (r * p + p * r) * q) * s
        + r * (p * (s * q + q * s) - (s * p + p * s) * q) := by
    intros; noncomm_ring
  unfold pairCre pairAnn
  rw [key]
  simp only [h.mix]
  by_cases hmn : m = n
  · subst hmn
    have e := h.mix (m, false) (m, false)
    rw [if_pos rfl] at e
    simp
    linear_combination (norm := noncomm_ring) -e
  · simp [hmn, Ne.symm hmn]
```

Number conservation needs no uniform coupling. For rational strengths $G_{mn}$, symmetric or not,

$$[N,P_mQ_n]=2P_mQ_n-2P_mQ_n=0,$$

so $\sum_{mn}G_{mn}P_mQ_n$ commutes with $N$. The same calculation holds for real or complex strengths when `A` is an algebra over those scalars.

```lean
/-- Pair scattering with arbitrary rational strengths `G m n` conserves the particle number. -/
theorem pair_scattering_conserves_number {a c : L × Bool → A} (h : IsFermi a c)
    (G : L → L → ℚ) :
    Commute (∑ m, ∑ n, G m n • (pairCre c m * pairAnn a n)) (number a c) := by
  refine Commute.sum_left _ _ _ fun m _ => Commute.sum_left _ _ _ fun n _ =>
    Commute.smul_left ?_ _
  have e1 := (number_pair h m).1
  have e2 := (number_pair h n).2
  rw [commute_iff_eq]
  linear_combination (norm := noncomm_ring) -(e1 * pairAnn a n) - pairCre c m * e2
```

## All the hypotheses together give su(2)

Since $W$ is a number, it drops out of commutators, and $[S_0,S_\pm]=\frac12[N,S_\pm]=\pm S_\pm$. Summing the pair commutator gives

$$[S_+,S_-]=\sum_m(n_m+n_{\bar m}-1)=N-W=2S_0.$$

In the proof, `z` removes $W$, `e` writes the commutator as a double sum over levels, and `n2` identifies the remaining single sum as $N-W$.

```lean
/-- The quasi-spin operators close su(2): [S₀, S₊] = S₊, [S₀, S₋] = -S₋, [S₊, S₋] = 2S₀. -/
theorem quasispin_su2 {a c : L × Bool → A} (h : IsFermi a c) :
    Szero a c * Splus c - Splus c * Szero a c = Splus c ∧
    Szero a c * Sminus a - Sminus a * Szero a c = -Sminus a ∧
    Splus c * Sminus a - Sminus a * Splus c = 2 * Szero a c := by
  -- the constant W drops out of commutators with S₀
  have z : ∀ x y : A, number a c * x - x * number a c = 2 * y →
      Szero a c * x - x * Szero a c = y := by
    intro x y hxy
    have hc := (Nat.cast_commute (Fintype.card L) x).eq
    unfold Szero
    rw [smul_mul_assoc, mul_smul_comm, ← smul_sub, sub_mul, mul_sub, hc,
      sub_sub_sub_cancel_right, hxy, two_mul]
    module
  refine ⟨z _ _ ?_, z _ _ ?_, ?_⟩
  · simp only [Splus, Finset.mul_sum, Finset.sum_mul, ← Finset.sum_sub_distrib]
    exact Finset.sum_congr rfl fun m _ => (number_pair h m).1
  · rw [mul_neg]
    simp only [Sminus, Finset.mul_sum, Finset.sum_mul, ← Finset.sum_sub_distrib,
      ← Finset.sum_neg_distrib]
    exact Finset.sum_congr rfl fun m _ => (number_pair h m).2
  · -- only equal levels survive in the double sum
    have e : Splus c * Sminus a - Sminus a * Splus c =
        ∑ m, ∑ n, (pairCre c m * pairAnn a n - pairAnn a n * pairCre c m) := by
      simp only [Finset.sum_sub_distrib]
      unfold Splus Sminus
      rw [Finset.sum_mul_sum, Finset.sum_mul_sum]
      congr 1
      exact Finset.sum_comm
    have n2 : ∑ m, (c (m, true) * a (m, true) + c (m, false) * a (m, false) - 1)
        = number a c - (Fintype.card L : A) := by
      simp [number, Fintype.sum_prod_type, Finset.sum_sub_distrib]
    rw [e]
    simp only [pair_commutator h, Finset.sum_ite_eq, Finset.mem_univ, if_true]
    rw [n2, two_mul]
    unfold Szero
    module
```

Substituting $S_-S_+=S_+S_--2S_0$ into $C$ gives $C=S_+S_-+S_0^2-S_0$, hence $S_+S_-=C-S_0^2+S_0$.

```lean
/-- The pairing operator in terms of the Casimir and S₀: S₊S₋ = C - S₀² + S₀. -/
theorem pairing_eq_casimir {a c : L × Bool → A} (h : IsFermi a c) :
    Splus c * Sminus a = casimir a c - Szero a c * Szero a c + Szero a c := by
  have e : Sminus a * Splus c = Splus c * Sminus a - 2 * Szero a c := by
    rw [← (quasispin_su2 h).2.2, sub_sub_cancel]
  unfold casimir
  rw [e, two_mul]
  module
```

The commutators of $C$ with the quasi-spin operators follow from the three su(2) relations alone:

$$[C,S_+]=-2S_+S_0+(S_0S_++S_+S_0)-S_+=[S_0,S_+]-S_+=0,$$
$$[C,S_-]=2S_0S_--(S_0S_-+S_-S_0)+S_-=[S_0,S_-]+S_-=0,$$
$$[C,S_0]=[S_+,S_0]S_-+S_+[S_-,S_0]=-S_+S_-+S_+S_-=0.$$

`casimir_commutes` rewrites $C$ in the same way and combines the relations `r1`, `r2` and `r3`.

```lean
/-- The Casimir operator commutes with S₊, S₋ and S₀. -/
theorem casimir_commutes {a c : L × Bool → A} (h : IsFermi a c) :
    Commute (casimir a c) (Splus c) ∧ Commute (casimir a c) (Sminus a) ∧
    Commute (casimir a c) (Szero a c) := by
  obtain ⟨r1, r2, r3⟩ := quasispin_su2 h
  have hC : casimir a c = Splus c * Sminus a + Szero a c * Szero a c - Szero a c := by
    rw [pairing_eq_casimir h]; abel
  rw [hC]
  simp only [commute_iff_eq]
  refine ⟨?_, ?_, ?_⟩
  · linear_combination (norm := noncomm_ring)
      Szero a c * r1 + r1 * Szero a c - Splus c * r3
  · linear_combination (norm := noncomm_ring)
      r3 * Sminus a + Szero a c * r2 + r2 * Szero a c
  · linear_combination (norm := noncomm_ring) -(r1 * Sminus a) - Splus c * r2
```

$C$ commutes with both factors of $S_+S_-$ and hence with their product. Commutation with $N$ is the case $G_{mn}=1$ of pair scattering. The theorem states these two commutations; it does not derive the spectrum or the seniority multiplets.

```lean
/-- The pairing operator S₊S₋ commutes with the particle number and with the
quasi-spin Casimir. -/
theorem pairing_conserves_number_and_quasispin {a c : L × Bool → A} (h : IsFermi a c) :
    Commute (Splus c * Sminus a) (number a c) ∧
    Commute (Splus c * Sminus a) (casimir a c) := by
  constructor
  · -- uniform scattering strength G = 1
    have e := pair_scattering_conserves_number h (fun _ _ => 1)
    simp only [one_smul] at e
    unfold Splus Sminus
    rw [Finset.sum_mul_sum]
    exact e
  · obtain ⟨hp, hm, -⟩ := casimir_commutes h
    exact (hp.mul_right hm).symm
```

## Fock space satisfies the relations

The zero algebra satisfies `IsFermi` trivially, so a non-trivial model is worth exhibiting. On the exterior algebra of the space of rational-valued functions on `M`, let $c_p$ be the wedge product with the basis vector $e_p$, and let $a_p$ be contraction with the $p$-th coordinate. For finite `M` this is the usual fermionic Fock space with rational coefficients.

```lean
/-- Creation on Fock space (the exterior algebra): wedge product with the mode `p`. -/
def fockCre (p : M) : Module.End ℚ (ExteriorAlgebra ℚ (M → ℚ)) :=
  LinearMap.mulLeft ℚ (ExteriorAlgebra.ι ℚ (Pi.single p 1))

/-- Annihilation on Fock space: contraction with the coordinate of the mode `p`. -/
def fockAnn (p : M) : Module.End ℚ (ExteriorAlgebra ℚ (M → ℚ)) :=
  CliffordAlgebra.contractLeft (Q := (0 : QuadraticForm ℚ (M → ℚ)))
    (LinearMap.proj p : (M → ℚ) →ₗ[ℚ] ℚ)
```

Two contractions anticommute, and so do two wedge products with vectors. For a state $x$, contraction obeys

$$a_p(e_q\wedge x)=\delta_{pq}x-e_q\wedge a_px,$$

which is `mix`. The three bullets of the proof establish these facts in that order, and `one_ne_zero` shows that the operator algebra is non-zero.

```lean
/-- The Fock-space operators of any set of modes obey the canonical anticommutation
relations, in an operator algebra where 1 ≠ 0. -/
theorem isFermi_witness :
    IsFermi (fockAnn (M := M)) fockCre ∧
    (1 : Module.End ℚ (ExteriorAlgebra ℚ (M → ℚ))) ≠ 0 := by
  refine ⟨⟨fun p q => LinearMap.ext fun x => ?_, fun p q => LinearMap.ext fun x => ?_,
    fun p q => LinearMap.ext fun x => ?_⟩, one_ne_zero⟩
  · have e : fockAnn p (fockAnn q x) = -fockAnn q (fockAnn p x) :=
      CliffordAlgebra.contractLeft_comm ..
    exact eq_neg_iff_add_eq_zero.mp e
  · have e : ∀ u v : M → ℚ, ExteriorAlgebra.ι ℚ u * (ExteriorAlgebra.ι ℚ v * x)
        + ExteriorAlgebra.ι ℚ v * (ExteriorAlgebra.ι ℚ u * x) = 0 := by
      intro u v
      rw [← mul_assoc, ← mul_assoc, ← add_mul, ExteriorAlgebra.ι_add_mul_swap, zero_mul]
    exact e _ _
  · have e : fockAnn p (fockCre q x) =
        (Pi.single q 1 : M → ℚ) p • x - fockCre q (fockAnn p x) :=
      CliffordAlgebra.contractLeft_ι_mul ..
    refine (eq_sub_iff_add_eq.mp e).trans ?_
    rw [Pi.single_apply]
    split_ifs <;> simp

end

end QuasiSpinPairing
```

```lean
#print axioms QuasiSpinPairing.pairing_conserves_number_and_quasispin
```

```
'QuasiSpinPairing.pairing_conserves_number_and_quasispin' depends on axioms: [propext, Classical.choice, Quot.sound]
```
